# Preserving the truncated commutator of a two-level Hamiltonian with every real symmetric position does not force the projection to commute with the Hamiltonian

The declaration concerns a two-level system with Hamiltonian `H = !![0, 1; 1, 0]` and the orthogonal projection Q onto the first level. It states that Q is a Hermitian idempotent, that H is Hermitian, and that Q[H, X]Q = [QHQ, QXQ] for every real symmetric 2×2 matrix X, although Q and H do not commute. So testing the commutator on all real symmetric positions cannot detect that the projection fails to commute with H. The attempt proves the identity for X by comparing the matrices entry by entry, asking `simp` to expand all the products and use the symmetry `X 1 0 = X 0 1`.

As first written in Lean, the proof fails:

```lean
import Mathlib

open Matrix
open scoped ComplexOrder

namespace RealPositionsInsufficient

variable {n : Type*} [Fintype n] [DecidableEq n]

/-- An orthogonal projection: a Hermitian idempotent matrix. -/
structure IsOrthProj (Q : Matrix n n ℂ) : Prop where
  herm : Q.IsHermitian
  idem : Q * Q = Q

/-- The commutator `[A, B] = AB - BA`. -/
def comm (A B : Matrix n n ℂ) : Matrix n n ℂ := A * B - B * A

/-- The truncation `QAQ` of an operator `A` by `Q`. -/
def truncate (Q A : Matrix n n ℂ) : Matrix n n ℂ := Q * A * Q

/-- Real symmetric positions do not suffice as tests: for the two-level `H = !![0, 1; 1, 0]`
truncated to the first level, all of them preserve the commutator, yet the projection does not
commute with `H`. -/
theorem real_positions_insufficient :
    IsOrthProj !![(1 : ℂ), 0; 0, 0] ∧ (!![(0 : ℂ), 1; 1, 0]).IsHermitian ∧
    (∀ X : Matrix (Fin 2) (Fin 2) ℝ, X.IsSymm →
      truncate !![1, 0; 0, 0] (comm !![0, 1; 1, 0] (X.map Complex.ofReal))
        = comm (truncate !![1, 0; 0, 0] !![0, 1; 1, 0])
            (truncate !![1, 0; 0, 0] (X.map Complex.ofReal))) ∧
    ¬ Commute !![(1 : ℂ), 0; 0, 0] !![0, 1; 1, 0] := by
  refine ⟨⟨?_, ?_⟩, ?_, ?_, ?_⟩
  · exact Matrix.IsHermitian.ext fun i j => by fin_cases i <;> fin_cases j <;> simp
  · ext i j
    fin_cases i <;> fin_cases j <;> simp [Matrix.mul_apply, Fin.sum_univ_two]
  · exact Matrix.IsHermitian.ext fun i j => by fin_cases i <;> fin_cases j <;> simp
  · intro X hX
    have hx : X 1 0 = X 0 1 := hX.apply 0 1
    ext i j
    fin_cases i <;> fin_cases j <;>
      simp [truncate, comm, Matrix.mul_apply, Fin.sum_univ_two, hx]
  · intro h
    have h01 := congrFun (congrFun h.eq 0) 1
    simp [Matrix.mul_apply, Fin.sum_univ_two] at h01

end RealPositionsInsufficient
```

The error:

```
Main.lean:36:2: error: unsolved goals
case refine_4.«0».«0»
X : Matrix (Fin 2) (Fin 2) ℝ
hX : X.IsSymm
hx : X 1 0 = X 0 1
⊢ (![1, 0] ᵥ*
        (of ![![0, 1] ᵥ* X.map Complex.ofReal, ![1, 0] ᵥ* X.map Complex.ofReal] -
          X.map Complex.ofReal * !![0, 1; 1, 0]))
      0 =
    -(![1, 0] ᵥ* (X.map Complex.ofReal * !![1, 0; 0, 0] * of ![![0, 0], 0])) 0

case refine_4.«0».«1»
X : Matrix (Fin 2) (Fin 2) ℝ
hX : X.IsSymm
hx : X 1 0 = X 0 1
⊢ (![1, 0] ᵥ* (X.map Complex.ofReal * !![1, 0; 0, 0] * of ![![0, 0], 0])) 1 = 0

case refine_4.«1».«0»
X : Matrix (Fin 2) (Fin 2) ℝ
hX : X.IsSymm
hx : X 1 0 = X 0 1
⊢ (![0, 0] ᵥ*
        (of ![![0, 1] ᵥ* X.map Complex.ofReal, ![1, 0] ᵥ* X.map Complex.ofReal] -
          X.map Complex.ofReal * !![0, 1; 1, 0]))
      0 =
    -(![0, 0] ᵥ* (X.map Complex.ofReal * !![1, 0; 0, 0] * of ![![0, 0], 0])) 0

case refine_4.«1».«1»
X : Matrix (Fin 2) (Fin 2) ℝ
hX : X.IsSymm
hx : X 1 0 = X 0 1
⊢ (![0, 0] ᵥ* (X.map Complex.ofReal * !![1, 0; 0, 0] * of ![![0, 0], 0])) 1 = 0
Main.lean:40:64: warning: This simp argument is unused:
  hx

Hint: Omit it from the simp argument list.
  [apply] simp [truncate, comm, Matrix.mul_apply, Fin.sum_univ_two]

Note: This linter can be disabled with `set_option linter.unusedSimpArgs false`
```

Fix (accepted with no message):

```diff
@@ -36,7 +36,13 @@
   · intro X hX
     have hx : X 1 0 = X 0 1 := hX.apply 0 1
+    -- write the position out by its three independent entries
+    have hM : X.map Complex.ofReal
+        = !![(X 0 0 : ℂ), (X 0 1 : ℂ); (X 0 1 : ℂ), (X 1 1 : ℂ)] := by
+      ext i j
+      fin_cases i <;> fin_cases j <;> simp [hx]
+    rw [hM]
+    simp only [truncate, comm, mul_sub, sub_mul, Matrix.mul_fin_two]
     ext i j
-    fin_cases i <;> fin_cases j <;>
-      simp [truncate, comm, Matrix.mul_apply, Fin.sum_univ_two, hx]
+    fin_cases i <;> fin_cases j <;> simp [Matrix.sub_apply]
   · intro h
     have h01 := congrFun (congrFun h.eq 0) 1
```

Diagnosis. The error leaves all four entries of the commutator identity unproved. `simp` has turned products with an explicit matrix on the left into row-vector products, written `ᵥ*`. `Matrix.mul_apply` expands an entry of a matrix product, so it does not apply to these. Nor can they be computed outright, because `X.map Complex.ofReal` is not written out by entries. The term `X 1 0` therefore never appears, which is why Lean reports `hx` as unused; the symmetry is still needed.

The repair proves `hM`, which writes the position as an explicit 2×2 matrix and uses `hx` for its lower-left entry. After `rw [hM]`, every factor is explicit. `mul_sub` and `sub_mul` distribute the projection over the commutator's difference, so that `Matrix.mul_fin_two` can multiply out each product. The final `simp` checks the entries, with `Matrix.sub_apply` taking differences entrywise. The added comment has no effect on the proof.
